# At an occupied orbital's energy, its diagonal second-order two-hole-one-particle self-energy is orbital relaxation plus a term with both holes in other orbitals

When a photon ejects an electron from a core orbital c, the remaining electrons contract towards the hole. This lowers the energy of the ion and so reduces the binding energy relative to the estimate −ε_c, where ε_c is the Hartree–Fock orbital energy. One part of the second-order self-energy corrects that estimate by a sum over configurations with two holes and one excited electron. Which part of the sum is the relaxation, and does it have a definite sign?

## The self-energy and its two candidate parts

Let a and b run over finitely many occupied spin orbitals and r over finitely many virtual ones. These index sets are the types `O` and `V`.

```lean
import Mathlib

open Finset

namespace CoreHoleRelaxation

noncomputable section

variable {O V : Type*} [Fintype O] [DecidableEq O] [Fintype V]
```

The hole in c couples to the configuration with holes a, b and particle r with a strength w(r,a,b). Three properties of w are used:

    w(r,a,b) ≥ 0,   w(r,a,b) = w(r,b,a),   w(r,a,a) = 0.

The last one is the Pauli principle: the same spin orbital cannot be emptied twice.

```lean
/-- Coupling weights of a hole to configurations with holes `a`, `b` and a particle `r`:
nonnegative, symmetric in the two holes, and zero when the holes coincide. -/
structure IsHoleWeight (w : V → O → O → ℝ) : Prop where
  nonneg : ∀ r a b, 0 ≤ w r a b
  symm : ∀ r a b, w r a b = w r b a
  diag : ∀ r a, w r a a = 0
```

With ε_a for `εo a` and ε_r for `εv r`, the two-hole-one-particle part of the self-energy at frequency ω is

    Σ(ω) = ½ ∑_{r,a,b} w(r,a,b) / (ω + ε_r − ε_a − ε_b).

The factor ½ compensates for counting each pair of holes twice. This is a diagonal element of the self-energy. The companion part with two particles and one hole is left out, and so are off-diagonal elements and higher orders. In this sign convention a positive Σ(ε_c) reduces the binding energy.

```lean
/-- The two-hole-one-particle part of the second-order self-energy at frequency `ω`,
for `ω` away from the poles `εo a + εo b - εv r`. -/
def holeSelfEnergy (w : V → O → O → ℝ) (εo : O → ℝ) (εv : V → ℝ) (ω : ℝ) : ℝ :=
  (1 / 2) * ∑ r, ∑ a, ∑ b, w r a b / (ω + εv r - εo a - εo b)
```

The relaxation sum contains the single excitations a → r in the presence of the hole in c:

    R(c) = ∑_r ∑_{a≠c} w(r,a,c) / (ε_r − ε_a).

Physically, removing the electron in c changes the mean field felt by the others, and R(c) is the second-order energy gained by their response. The file takes this sum as the definition of relaxation and does not derive it from a mean-field calculation on the ion.

```lean
/-- The orbital-relaxation sum for a hole in `c`: single excitations `a → r` with `a ≠ c`,
for virtual energies different from the occupied ones. -/
def relaxation (w : V → O → O → ℝ) (εo : O → ℝ) (εv : V → ℝ) (c : O) : ℝ :=
  ∑ r, ∑ a ∈ univ.erase c, w r a c / (εv r - εo a)
```

What remains has both holes outside c:

    P(c) = ½ ∑_r ∑_{a≠c} ∑_{b≠c} w(r,a,b) / (ε_c + ε_r − ε_a − ε_b).

```lean
/-- The part of the self-energy at `εo c` in which both holes lie outside `c`,
for nonzero denominators `εo c + εv r - εo a - εo b`. -/
def pairRemainder (w : V → O → O → ℝ) (εo : O → ℝ) (εv : V → ℝ) (c : O) : ℝ :=
  (1 / 2) * ∑ r, ∑ a ∈ univ.erase c, ∑ b ∈ univ.erase c,
    w r a b / (εo c + εv r - εo a - εo b)
```

In an electronic-structure calculation the weights are w(r,a,b) = |g(r,a,b) − g(r,b,a)|², where g(r,a,b) is the two-electron integral ⟨cr|ab⟩ for the fixed orbital c. A squared modulus is nonnegative, exchanging a and b only flips the sign inside it, and the difference vanishes for a = b. The theorem accepts any complex array g. The later results likewise take w as a given array and do not require it to come from integrals involving c.

```lean
omit [Fintype O] [DecidableEq O] [Fintype V] in
/-- For any complex array `g`, the squared moduli of `g r a b - g r b a` are hole weights. -/
theorem isHoleWeight_antisymmetrized (g : V → O → O → ℂ) :
    IsHoleWeight (fun r a b => ‖g r a b - g r b a‖ ^ 2) where
  nonneg r a b := by positivity
  symm r a b := by rw [norm_sub_rev]
  diag r a := by simp
```

## Separating the row and column of c

Fix r and write f(a,b) for the summand. Splitting off the index c in both sums gives

    ∑_{a,b} f(a,b) = f(c,c) + ∑_{b≠c} f(c,b) + ∑_{a≠c} f(a,c) + ∑_{a≠c} ∑_{b≠c} f(a,b).

If f is symmetric and f(c,c) = 0, the two single sums are equal and the first term disappears:

    ∑_{a,b} f(a,b) = 2 ∑_{a≠c} f(a,c) + ∑_{a≠c} ∑_{b≠c} f(a,b).

In the proof, `h` splits off the index c, `h3` applies it inside each remaining row, `h4` uses the symmetry, and `linarith` adds up the results. If c is the only occupied orbital, both sides are zero.

```lean
/-- For symmetric `f` with `f c c = 0`, the double sum of `f a b` is twice the sum of `f a c` over
`a ≠ c`, plus the double sum of `f a b` over `a ≠ c` and `b ≠ c`. -/
theorem sum_pairs_split (f : O → O → ℝ) (c : O) (hs : ∀ a b, f a b = f b a)
    (hc : f c c = 0) :
    ∑ a, ∑ b, f a b = 2 * ∑ a ∈ univ.erase c, f a c
      + ∑ a ∈ univ.erase c, ∑ b ∈ univ.erase c, f a b := by
  have h (g : O → ℝ) : ∑ a, g a = g c + ∑ a ∈ univ.erase c, g a :=
    (Finset.add_sum_erase _ g (mem_univ c)).symm
  have h1 := h (fun a => ∑ b, f a b)
  have h2 := h (f c)
  have h3 : ∑ a ∈ univ.erase c, ∑ b, f a b = ∑ a ∈ univ.erase c, f a c
      + ∑ a ∈ univ.erase c, ∑ b ∈ univ.erase c, f a b := by
    rw [← Finset.sum_add_distrib]
    exact Finset.sum_congr rfl fun a _ => h (f a)
  -- the row and the column of `c` contribute equally
  have h4 : ∑ b ∈ univ.erase c, f c b = ∑ b ∈ univ.erase c, f b c :=
    Finset.sum_congr rfl fun b _ => hs c b
  linarith
```

## No pole at the orbital energy

Evaluating Σ at ω = ε_c makes sense only if no coupled configuration has a vanishing denominator there. Two hypotheses ensure this. The first, `hgap`, places every virtual level above every occupied one, as in a system with an orbital gap. The second, `hres`, excludes ε_c + ε_r = ε_a + ε_b whenever a and b both differ from c and w(r,a,b) ≠ 0. That equality is the energy condition, in terms of orbital energies, for the core hole to decay by an Auger process. The hypothesis therefore describes a discrete set of levels that misses the resonance, not a true continuum.

Each term is then continuous at ε_c. If w(r,a,b) = 0, the term is constantly zero. If a = c, the denominator at ε_c is ε_r − ε_b > 0, and if b = c it is ε_r − ε_a > 0. In the remaining case `hres` applies. The proof makes the same case distinction and then uses the continuity of finite sums. Since Lean sets x/0 = 0, it is this continuity that shows the value at ε_c to be the limit of the values nearby.

```lean
/-- With virtual levels above occupied ones and no coupled resonance outside `c`,
the self-energy is continuous at the orbital energy of `c`. -/
theorem continuousAt_holeSelfEnergy (w : V → O → O → ℝ) (εo : O → ℝ) (εv : V → ℝ) (c : O)
    (hgap : ∀ r a, εo a < εv r)
    (hres : ∀ r a b, a ≠ c → b ≠ c → w r a b ≠ 0 → εo c + εv r - εo a - εo b ≠ 0) :
    ContinuousAt (holeSelfEnergy w εo εv) (εo c) := by
  have term : ∀ r a b,
      ContinuousAt (fun ω : ℝ => w r a b / (ω + εv r - εo a - εo b)) (εo c) := by
    intro r a b
    by_cases hw : w r a b = 0
    · simpa only [hw, zero_div] using continuousAt_const
    · have hD : εo c + εv r - εo a - εo b ≠ 0 := by
        by_cases ha : a = c
        · rw [ha]
          intro h
          linarith [hgap r b]
        · by_cases hb : b = c
          · rw [hb]
            intro h
            linarith [hgap r a]
          · exact hres r a b ha hb hw
      exact ContinuousAt.div continuousAt_const (by fun_prop) hD
  have hs : ContinuousAt
      (fun ω : ℝ => ∑ r, ∑ a, ∑ b, w r a b / (ω + εv r - εo a - εo b)) (εo c) :=
    tendsto_finsetSum _ fun r _ => tendsto_finsetSum _ fun a _ =>
      tendsto_finsetSum _ fun b _ => term r a b
  exact continuousAt_const.mul hs
```

## Relaxation appears with weight one

Apply the splitting to f(a,b) = w(r,a,b) / (ε_c + ε_r − ε_a − ε_b). When b = c, the energy of the core level cancels:

    ε_c + ε_r − ε_a − ε_c = ε_r − ε_a.

Summing over r and multiplying by ½ turns the factor 2 into 1:

    Σ(ε_c) = R(c) + P(c).

Every term of R(c) is a nonnegative weight divided by a positive gap, so R(c) ≥ 0. The theorem states the continuity, the equation and this inequality together. In its proof, `key` is the splitting for fixed r, `e` is the cancellation of ε_c, and the closing `ring` does the arithmetic with ½.

```lean
/-- With hole weights, virtual levels above occupied ones and no coupled resonance outside `c`, the
self-energy is continuous at the orbital energy of `c` and equals there the relaxation sum plus the
part with both holes outside `c`; the relaxation sum is nonnegative. -/
theorem selfEnergy_eq_relaxation_add_remainder {w : V → O → O → ℝ} (hw : IsHoleWeight w)
    (εo : O → ℝ) (εv : V → ℝ) (c : O) (hgap : ∀ r a, εo a < εv r)
    (hres : ∀ r a b, a ≠ c → b ≠ c → w r a b ≠ 0 → εo c + εv r - εo a - εo b ≠ 0) :
    ContinuousAt (holeSelfEnergy w εo εv) (εo c) ∧
    holeSelfEnergy w εo εv (εo c) = relaxation w εo εv c + pairRemainder w εo εv c ∧
    0 ≤ relaxation w εo εv c := by
  refine ⟨continuousAt_holeSelfEnergy w εo εv c hgap hres, ?_, ?_⟩
  · have key : ∀ r, ∑ a, ∑ b, w r a b / (εo c + εv r - εo a - εo b)
        = 2 * ∑ a ∈ univ.erase c, w r a c / (εv r - εo a)
          + ∑ a ∈ univ.erase c, ∑ b ∈ univ.erase c,
              w r a b / (εo c + εv r - εo a - εo b) := by
      intro r
      have h := sum_pairs_split (fun a b => w r a b / (εo c + εv r - εo a - εo b)) c
        (fun a b => by
          show w r a b / (εo c + εv r - εo a - εo b) = w r b a / (εo c + εv r - εo b - εo a)
          rw [hw.symm r a b, sub_right_comm])
        (by simp [hw.diag])
      -- the energy of `c` cancels when one of the holes is `c`
      have e : ∀ a, εo c + εv r - εo a - εo c = εv r - εo a := fun a => by ring
      simpa only [e] using h
    unfold holeSelfEnergy relaxation pairRemainder
    rw [Finset.sum_congr rfl fun r _ => key r, Finset.sum_add_distrib, ← Finset.mul_sum]
    ring
  · exact Finset.sum_nonneg fun r _ => Finset.sum_nonneg fun a _ =>
      div_nonneg (hw.nonneg r a c) (sub_pos.2 (hgap r a)).le
```

In a program that holds w as an array, R(c) is the slice with second hole c, divided by ε_r − ε_a and summed without a factor ½. P(c) is the full expression with row and column c masked out. Their sum must reproduce Σ(ε_c) up to rounding. This comparison is sensitive to the relative prefactors of the three sums, but not to a wrong common scale of w. If the code stores only pairs a < b, the ½ in Σ and P disappears, and R(c) must collect every stored pair that contains c, whether c comes first or second. If the quasiparticle equation is solved self-consistently, ω in general moves away from ε_c and the relaxation denominators become ω − ε_c + ε_r − ε_a.

## When relaxation vanishes

A finite sum of nonnegative terms is zero only if each term is zero, and a term w(r,a,c) / (ε_r − ε_a) with a positive denominator is zero only if its weight is. Hence R(c) = 0 exactly when w(r,a,c) = 0 for all r and a, the case a = c being automatic. The proof applies the principle twice, first to the sum over r and then to the sum over a.

```lean
/-- For hole weights and virtual levels above occupied ones, the relaxation sum vanishes exactly
when every weight with one hole in `c` vanishes. -/
theorem relaxation_eq_zero_iff {w : V → O → O → ℝ} (hw : IsHoleWeight w)
    (εo : O → ℝ) (εv : V → ℝ) (c : O) (hgap : ∀ r a, εo a < εv r) :
    relaxation w εo εv c = 0 ↔ ∀ r a, w r a c = 0 := by
  have t : ∀ r a, 0 ≤ w r a c / (εv r - εo a) := fun r a =>
    div_nonneg (hw.nonneg r a c) (sub_pos.2 (hgap r a)).le
  unfold relaxation
  constructor
  · intro h r a
    by_cases ha : a = c
    · rw [ha]
      exact hw.diag r c
    · have h1 := (Finset.sum_eq_zero_iff_of_nonneg
        (fun r _ => Finset.sum_nonneg fun a _ => t r a)).1 h r (mem_univ r)
      have h2 := (Finset.sum_eq_zero_iff_of_nonneg (fun a _ => t r a)).1 h1 a (by simp [ha])
      exact (div_eq_zero_iff.1 h2).resolve_right (sub_pos.2 (hgap r a)).ne'
  · intro h
    simp [h]
```

## The sign of the remainder for deep and for highest levels

Suppose that c lies so deep that

    ε_c + ε_r < ε_a + ε_b   for all r and all a, b ≠ c.

Then every denominator in P(c) is negative, so P(c) ≤ 0 and Σ(ε_c) ≤ R(c): the remainder counteracts relaxation. This theorem and the next one also assume that w has the three properties of hole weights and that the virtual levels lie above the occupied ones. The condition on c rules out resonances, so the main theorem applies.

It is a strong condition. Taking a = b shows that, once there is a virtual level, c must lie strictly below every other occupied orbital. A core spin orbital with a degenerate partner of opposite spin does not satisfy it, and high virtual levels in a large basis can violate it too.

```lean
/-- If `εo c + εv r` lies below `εo a + εo b` for all holes `a`, `b` outside `c`,
the self-energy at `εo c` is at most the relaxation sum. -/
theorem selfEnergy_le_relaxation_of_deep {w : V → O → O → ℝ} (hw : IsHoleWeight w)
    (εo : O → ℝ) (εv : V → ℝ) (c : O) (hgap : ∀ r a, εo a < εv r)
    (hdeep : ∀ r a b, a ≠ c → b ≠ c → εo c + εv r < εo a + εo b) :
    holeSelfEnergy w εo εv (εo c) ≤ relaxation w εo εv c := by
  have hm := (selfEnergy_eq_relaxation_add_remainder hw εo εv c hgap
    (fun r a b ha hb _ h => by linarith [hdeep r a b ha hb])).2.1
  have hs : ∑ r, ∑ a ∈ univ.erase c, ∑ b ∈ univ.erase c,
      w r a b / (εo c + εv r - εo a - εo b) ≤ 0 :=
    Finset.sum_nonpos fun r _ => Finset.sum_nonpos fun a ha => Finset.sum_nonpos fun b hb =>
      div_nonpos_of_nonneg_of_nonpos (hw.nonneg r a b)
        (by linarith [hdeep r a b (Finset.ne_of_mem_erase ha) (Finset.ne_of_mem_erase hb)])
  unfold pairRemainder at hm
  linarith
```

At the other end, let c be a highest occupied level, possibly a degenerate one. Then

    ε_c + ε_r − ε_a − ε_b = (ε_c − ε_a) + (ε_r − ε_b) > 0,

so P(c) ≥ 0 and R(c) ≤ Σ(ε_c). Here too the absence of resonances follows from the ordering of the levels. Both proofs fix the sign of the triple sum term by term and insert it into the equation for Σ(ε_c).

```lean
/-- If `c` is a highest occupied level and all virtual levels lie above the occupied ones, the
self-energy at `εo c` is at least the relaxation sum. -/
theorem relaxation_le_selfEnergy_of_highest {w : V → O → O → ℝ} (hw : IsHoleWeight w)
    (εo : O → ℝ) (εv : V → ℝ) (c : O) (hgap : ∀ r a, εo a < εv r)
    (htop : ∀ a, εo a ≤ εo c) :
    relaxation w εo εv c ≤ holeSelfEnergy w εo εv (εo c) := by
  have hm := (selfEnergy_eq_relaxation_add_remainder hw εo εv c hgap
    (fun r a b _ _ _ h => by linarith [htop a, hgap r b])).2.1
  have hs : 0 ≤ ∑ r, ∑ a ∈ univ.erase c, ∑ b ∈ univ.erase c,
      w r a b / (εo c + εv r - εo a - εo b) :=
    Finset.sum_nonneg fun r _ => Finset.sum_nonneg fun a _ => Finset.sum_nonneg fun b _ =>
      div_nonneg (hw.nonneg r a b) (by linarith [htop a, hgap r b])
  unfold pairRemainder at hm
  linarith
```

## Three occupied levels and one virtual level

A small example with nonzero relaxation and remainder can be worked out completely. Let all weights between distinct holes be 1.

```lean
/-- Model weights for three occupied levels and one virtual level: one for distinct holes. -/
def modelWeight : Fin 1 → Fin 3 → Fin 3 → ℝ := fun _ a b => if a = b then 0 else 1
```

The occupied energies are −10, −2 and −1 in arbitrary units, and c is the level at −10, which has index 0.

```lean
/-- Model occupied energies: a deep level at -10 and two levels at -2 and -1. -/
def modelOcc : Fin 3 → ℝ := ![-10, -2, -1]
```

The single virtual level lies at 1.

```lean
/-- Model virtual energy, equal to 1. -/
def modelVirt : Fin 1 → ℝ := fun _ => 1
```

The relaxation sum has two terms:

    R = 1/(1 + 2) + 1/(1 + 1) = 5/6.

In the remainder only the two orderings of the upper levels contribute:

    P = ½ · 2 · 1/(−10 + 1 + 2 + 1) = −1/6.

The total is Σ = 5/6 − 1/6 = 2/3, below R as expected for a deep level. The theorem confirms the properties of the weights, the gap, the absence of resonances, and the values of R and Σ. Its proof lists the energies and weights, checks the conditions case by case, and evaluates the two sums with `norm_num`.

```lean
/-- The model has hole weights, a gap and no resonance; for its deep level the relaxation sum
is 5/6 and the self-energy is 2/3. -/
theorem model_witness :
    IsHoleWeight modelWeight ∧ (∀ r a, modelOcc a < modelVirt r) ∧
    (∀ r a b, modelOcc 0 + modelVirt r - modelOcc a - modelOcc b ≠ 0) ∧
    relaxation modelWeight modelOcc modelVirt 0 = 5 / 6 ∧
    holeSelfEnergy modelWeight modelOcc modelVirt (modelOcc 0) = 2 / 3 := by
  -- the values of the model energies and weights
  have o0 : modelOcc 0 = -10 := rfl
  have o1 : modelOcc 1 = -2 := rfl
  have o2 : modelOcc 2 = -1 := rfl
  have wd : ∀ r a, modelWeight r a a = 0 := fun _ _ => if_pos rfl
  have w01 : ∀ r, modelWeight r 0 1 = 1 := fun _ => if_neg (by decide)
  have w02 : ∀ r, modelWeight r 0 2 = 1 := fun _ => if_neg (by decide)
  have w10 : ∀ r, modelWeight r 1 0 = 1 := fun _ => if_neg (by decide)
  have w12 : ∀ r, modelWeight r 1 2 = 1 := fun _ => if_neg (by decide)
  have w20 : ∀ r, modelWeight r 2 0 = 1 := fun _ => if_neg (by decide)
  have w21 : ∀ r, modelWeight r 2 1 = 1 := fun _ => if_neg (by decide)
  refine ⟨⟨?_, ?_, ?_⟩, ?_, ?_, ?_, ?_⟩
  · intro r a b
    unfold modelWeight
    split_ifs <;> norm_num
  · intro r a b
    simp only [modelWeight, eq_comm]
  · intro r a
    simp [modelWeight]
  · intro r a
    fin_cases a <;> norm_num [modelOcc, modelVirt]
  · intro r a b
    fin_cases a <;> fin_cases b <;> norm_num [modelOcc, modelVirt]
  · have he : (univ : Finset (Fin 3)).erase 0 = {1, 2} := by decide
    have h12 : (1 : Fin 3) ≠ 2 := by decide
    simp only [relaxation, he, Finset.sum_pair h12, w10, w20, o1, o2, modelVirt]
    norm_num
  · simp only [holeSelfEnergy, Fin.sum_univ_three, wd, w01, w02, w10, w12, w20, w21,
      o0, o1, o2, modelVirt]
    norm_num

end

end CoreHoleRelaxation
```

```lean
#print axioms CoreHoleRelaxation.selfEnergy_eq_relaxation_add_remainder
#print axioms CoreHoleRelaxation.relaxation_eq_zero_iff
#print axioms CoreHoleRelaxation.selfEnergy_le_relaxation_of_deep
#print axioms CoreHoleRelaxation.relaxation_le_selfEnergy_of_highest
```

```
'CoreHoleRelaxation.selfEnergy_eq_relaxation_add_remainder' depends on axioms: [propext, Classical.choice, Quot.sound]
'CoreHoleRelaxation.relaxation_eq_zero_iff' depends on axioms: [propext, Classical.choice, Quot.sound]
'CoreHoleRelaxation.selfEnergy_le_relaxation_of_deep' depends on axioms: [propext, Classical.choice, Quot.sound]
'CoreHoleRelaxation.relaxation_le_selfEnergy_of_highest' depends on axioms: [propext, Classical.choice, Quot.sound]
```
